# A Kirsch–Simon gap comparison for finite lattices with equal nonpositive hopping

## Two Hamiltonians and their gaps

Consider a particle on a finite lattice with at least two sites, and suppose that its Hamiltonian matrix H in an orthonormal site basis is real and symmetric. The diagonal entries are site energies, and the entries H_ij ≤ 0 with i ≠ j are hopping amplitudes. A second Hamiltonian H' has the same hopping but possibly different site energies. How much can the excitation gap differ?

Suppose that H and H' have strictly positive eigenvectors u and u', with c ≤ u'_i/u_i ≤ C at every site and c > 0. Then

(c/C)² gap(H) ≤ gap(H') ≤ (C/c)² gap(H).

The positive eigenvectors are assumed; if the nonzero hoppings connect all sites, Perron–Frobenius theory supplies them. They need no normalisation, since rescaling either one leaves c/C unchanged.

In Lean, `n` is the set of sites, `H *ᵥ x` is Hx, `x ⬝ᵥ y` is the scalar product ⟨x,y⟩, and `u * f` is the sitewise product uf. For real matrices `IsHermitian` means symmetric. The letters `E` and `E'` are the eigenvalues of u and u', not assumed to be lowest.

```lean
import Mathlib

open Matrix Finset

namespace LatticeKirschSimon

noncomputable section

variable {n : Type*} [Fintype n] [DecidableEq n] {H H' : Matrix n n ℝ}
  {u u' : n → ℝ} {E E' c C : ℝ}
```

Mathlib lists the eigenvalues in decreasing order, with multiplicity, from position 0. With N sites, the lowest energy E₀ is at position N − 1.

```lean
/-- The lowest eigenvalue of a real symmetric matrix with at least two sites. -/
def groundEnergy [Nontrivial n] (hH : H.IsHermitian) : ℝ :=
  hH.eigenvalues₀ ⟨Fintype.card n - 1, by
    have := Fintype.one_lt_card (α := n)
    omega⟩
```

The next energy, E₁, is at position N − 2 and equals E₀ if the ground level is degenerate.

```lean
/-- The second lowest eigenvalue, counted with multiplicity. -/
def excitedEnergy [Nontrivial n] (hH : H.IsHermitian) : ℝ :=
  hH.eigenvalues₀ ⟨Fintype.card n - 2, by
    have := Fintype.one_lt_card (α := n)
    omega⟩
```

The gap is E₁ − E₀, which is zero in the degenerate case.

```lean
/-- The spectral gap `E₁ - E₀`, counted with multiplicity. -/
def gap [Nontrivial n] (hH : H.IsHermitian) : ℝ := excitedEnergy hH - groundEnergy hH
```

For an amplitude f relative to u, define the hopping energy

D(H,u;f) = ½ Σ_ij (−H_ij) u_i u_j (f_i − f_j)².

The site energies enter only through u, because the terms with i = j vanish.

```lean
/-- The hopping energy of an amplitude `f` relative to the reference vector `u`. -/
def dirichletForm (H : Matrix n n ℝ) (u f : n → ℝ) : ℝ :=
  (1 / 2) * ∑ i, ∑ j, -H i j * (u i * u j) * (f i - f j) ^ 2
```

## Energy above the ground level

Symmetry moves H across the scalar product:

⟨Hx,y⟩ = Σ_ij H_ij x_j y_i = ⟨x,Hy⟩.

```lean
omit [DecidableEq n] in
/-- A real symmetric matrix can be moved from one side of the scalar product to the other. -/
theorem mulVec_dot (hH : H.IsHermitian) (x y : n → ℝ) :
    (H *ᵥ x) ⬝ᵥ y = x ⬝ᵥ (H *ᵥ y) := by
  have hT : Hᵀ = H := by
    ext i j
    simpa using hH.apply i j
  rw [Matrix.dotProduct_mulVec, ← Matrix.mulVec_transpose, hT]
```

Expand x in orthonormal modes b_k with energies ε_k and coefficients a_k = ⟨b_k,x⟩:

⟨x,x⟩ = Σ_k a_k², ⟨x,Hx⟩ = Σ_k ε_k a_k².

If x is orthogonal to the lowest mode v₀, only energies ε_k ≥ E₁ contribute, so ⟨x,Hx⟩ ≥ E₁⟨x,x⟩. In the proof, `hpar` is the expansion of the scalar product, `hm` gives the coefficients of Hx, and `sum_le_sum` compares the terms.

```lean
/-- The two lowest levels have orthonormal eigenvectors, and every nonzero vector orthogonal to the
lowest one has mean energy at least `E₁`. -/
theorem low_levels [Nontrivial n] (hH : H.IsHermitian) :
    groundEnergy hH ≤ excitedEnergy hH ∧ ∃ v₀ v₁ : n → ℝ,
      v₀ ⬝ᵥ v₀ = 1 ∧ v₁ ⬝ᵥ v₁ = 1 ∧ v₀ ⬝ᵥ v₁ = 0 ∧
      H *ᵥ v₀ = groundEnergy hH • v₀ ∧ H *ᵥ v₁ = excitedEnergy hH • v₁ ∧
      ∀ x, v₀ ⬝ᵥ x = 0 → excitedEnergy hH * (x ⬝ᵥ x) ≤ x ⬝ᵥ (H *ᵥ x) := by
  have hc := Fintype.one_lt_card (α := n)
  let e : Fin (Fintype.card n) ≃ n := Fintype.equivOfCardEq (Fintype.card_fin _)
  let k0 : Fin (Fintype.card n) := ⟨Fintype.card n - 1, by omega⟩
  let k1 : Fin (Fintype.card n) := ⟨Fintype.card n - 2, by omega⟩
  have hev : ∀ k, hH.eigenvalues (e k) = hH.eigenvalues₀ k := fun k =>
    congrArg hH.eigenvalues₀ (e.symm_apply_apply k)
  let b := hH.eigenvectorBasis
  have hin : ∀ x y : EuclideanSpace ℝ n, inner ℝ x y = x.ofLp ⬝ᵥ y.ofLp := by
    intro x y
    simp [PiLp.inner_apply, dotProduct, mul_comm]
  have hort : ∀ i j, (b i).ofLp ⬝ᵥ (b j).ofLp = if i = j then (1 : ℝ) else 0 := by
    intro i j
    rw [← hin]
    exact orthonormal_iff_ite.mp b.orthonormal i j
  have heig : ∀ k, H *ᵥ (b (e k)).ofLp = hH.eigenvalues₀ k • (b (e k)).ofLp := by
    intro k
    rw [← hev k]
    exact hH.mulVec_eigenvectorBasis (e k)
  have hne : e k0 ≠ e k1 := by
    intro h
    have h' : Fintype.card n - 1 = Fintype.card n - 2 := congrArg Fin.val (e.injective h)
    omega
  have hpar : ∀ x y : n → ℝ,
      ∑ i, ((b i).ofLp ⬝ᵥ x) * ((b i).ofLp ⬝ᵥ y) = x ⬝ᵥ y := by
    intro x y
    have h := b.sum_inner_mul_inner (WithLp.toLp 2 x) (WithLp.toLp 2 y)
    simp only [hin] at h
    refine Eq.trans (sum_congr rfl fun i _ => ?_) h
    exact congrArg (· * _) (dotProduct_comm _ _)
  refine ⟨hH.eigenvalues₀_antitone (show k1 ≤ k0 from ?_), (b (e k0)).ofLp, (b (e k1)).ofLp,
    by rw [hort, if_pos rfl], by rw [hort, if_pos rfl], by rw [hort, if_neg hne],
    heig k0, heig k1, ?_⟩
  · show Fintype.card n - 2 ≤ Fintype.card n - 1
    omega
  intro x hx
  -- expand norm and energy in eigenmodes and compare term by term
  rw [← hpar x x, ← hpar x (H *ᵥ x), mul_sum]
  refine sum_le_sum fun i _ => ?_
  obtain ⟨k, rfl⟩ := e.surjective i
  have hm : (b (e k)).ofLp ⬝ᵥ (H *ᵥ x) = hH.eigenvalues₀ k * ((b (e k)).ofLp ⬝ᵥ x) := by
    rw [← mulVec_dot hH, heig, smul_dotProduct, smul_eq_mul]
  rw [hm]
  by_cases hk : k = k0
  · rw [hk, hx]
    simp
  · have hle : excitedEnergy hH ≤ hH.eigenvalues₀ k := by
      refine hH.eigenvalues₀_antitone (show k ≤ k1 from ?_)
      have h1 : k.val ≠ Fintype.card n - 1 := fun h => hk (Fin.ext h)
      have h2 := k.isLt
      show k.val ≤ Fintype.card n - 2
      omega
    nlinarith [mul_le_mul_of_nonneg_right hle (mul_self_nonneg ((b (e k)).ofLp ⬝ᵥ x))]
```

## Hopping energy as excitation energy

Let Hu = Eu. Expanding the square gives

D(H,u;f) = Σ_ij H_ij u_i u_j f_i f_j − ½ Σ_ij H_ij u_i u_j f_i² − ½ Σ_ij H_ij u_i u_j f_j².

The first sum is ⟨uf,H(uf)⟩. Since Σ_j H_ij u_j = E u_i, the second sum, without its factor ½, is E⟨uf,uf⟩; by symmetry so is the third. Hence

⟨uf,H(uf)⟩ − E⟨uf,uf⟩ = D(H,u;f).

Here `h4` expands the square, and `h1`, `h2` and `h3` evaluate the sums. No sign condition is used.

```lean
omit [DecidableEq n] in
/-- If `H u = E u` with `H` real symmetric, then `⟨u f, H (u f)⟩ - E ⟨u f, u f⟩` is the hopping
energy of `f` relative to `u`. For a ground state `u` this is the ground-state representation. -/
theorem ground_state_representation (hH : H.IsHermitian) (hE : H *ᵥ u = E • u) (f : n → ℝ) :
    (u * f) ⬝ᵥ (H *ᵥ (u * f)) - E * ((u * f) ⬝ᵥ (u * f)) = dirichletForm H u f := by
  have hsym : ∀ i j, H i j = H j i := fun i j => by simpa using (hH.apply i j).symm
  have hrow : ∀ i, ∑ j, H i j * u j = E * u i := fun i => by
    simpa [Matrix.mulVec, dotProduct] using congrFun hE i
  -- the eigenvalue equation evaluates the diagonal parts of the square
  have h1 : ∑ i, ∑ j, H i j * (u i * u j) * f i ^ 2 = E * ((u * f) ⬝ᵥ (u * f)) := by
    simp only [dotProduct, Pi.mul_apply]
    rw [mul_sum]
    refine sum_congr rfl fun i _ => ?_
    calc ∑ j, H i j * (u i * u j) * f i ^ 2 = (u i * f i ^ 2) * ∑ j, H i j * u j := by
          rw [mul_sum]
          exact sum_congr rfl fun j _ => by ring
      _ = E * (u i * f i * (u i * f i)) := by
          rw [hrow]
          ring
  have h2 : ∑ i, ∑ j, H i j * (u i * u j) * f j ^ 2 = E * ((u * f) ⬝ᵥ (u * f)) := by
    rw [sum_comm, ← h1]
    refine sum_congr rfl fun i _ => sum_congr rfl fun j _ => ?_
    rw [hsym j i]
    ring
  have h3 : (u * f) ⬝ᵥ (H *ᵥ (u * f)) = ∑ i, ∑ j, H i j * (u i * u j) * (f i * f j) := by
    simp only [dotProduct, Matrix.mulVec, Pi.mul_apply, mul_sum]
    exact sum_congr rfl fun i _ => sum_congr rfl fun j _ => by ring
  have h4 : ∑ i, ∑ j, -H i j * (u i * u j) * (f i - f j) ^ 2 =
      2 * (∑ i, ∑ j, H i j * (u i * u j) * (f i * f j))
        - (∑ i, ∑ j, H i j * (u i * u j) * f i ^ 2)
        - ∑ i, ∑ j, H i j * (u i * u j) * f j ^ 2 := by
    simp only [mul_sum, ← sum_sub_distrib]
    exact sum_congr rfl fun i _ => sum_congr rfl fun j _ => by ring
  rw [dirichletForm, h4, h1, h2, h3]
  ring
```

From u'_i ≥ c u_i ≥ 0 follows u'_i u'_j ≥ c² u_i u_j. Multiplying by (−H_ij)(f_i − f_j)² ≥ 0 for i ≠ j and summing gives

c² D(H,u;f) ≤ D(H',u';f).

```lean
/-- For equal, nonpositive off-diagonal entries, `u > 0`, `c ≥ 0` and `u' ≥ c u`, the hopping
energy relative to `u'` is at least `c²` times that relative to `u`. -/
theorem dirichletForm_comparison (hoff : ∀ i j, i ≠ j → H i j ≤ 0)
    (hsame : ∀ i j, i ≠ j → H' i j = H i j) (hu : ∀ i, 0 < u i) (hc : 0 ≤ c)
    (h : ∀ i, c * u i ≤ u' i) (f : n → ℝ) :
    c ^ 2 * dirichletForm H u f ≤ dirichletForm H' u' f := by
  have key : c ^ 2 * ∑ i, ∑ j, -H i j * (u i * u j) * (f i - f j) ^ 2 ≤
      ∑ i, ∑ j, -H' i j * (u' i * u' j) * (f i - f j) ^ 2 := by
    simp only [mul_sum]
    refine sum_le_sum fun i _ => sum_le_sum fun j _ => ?_
    by_cases hij : i = j
    · subst hij
      simp
    · rw [hsame i j hij]
      have p : (c * u i) * (c * u j) ≤ u' i * u' j :=
        mul_le_mul (h i) (h j) (mul_nonneg hc (hu j).le)
          ((mul_nonneg hc (hu i).le).trans (h i))
      have q : 0 ≤ -H i j * (f i - f j) ^ 2 :=
        mul_nonneg (by linarith [hoff i j hij]) (sq_nonneg _)
      linarith [mul_le_mul_of_nonneg_left p q]
  unfold dirichletForm
  linarith
```

## A positive eigenvector has the lowest energy

Take v₀ normalised and f = v₀/u. The representation gives E₀ − E = D(H,u;f) ≥ 0, so E ≤ E₀. Symmetry gives

(E₀ − E)⟨v₀,u⟩ = 0.

If E ≠ E₀, then u is orthogonal to v₀, so E ≥ E₁ ≥ E₀, and therefore E = E₀, a contradiction. Lean obtains D ≥ 0 from the preceding comparison with c = 0.

```lean
/-- If the off-diagonal entries of a real symmetric matrix are nonpositive, a strictly positive
eigenvector belongs to the lowest eigenvalue. -/
theorem positive_eigenvector_ground [Nontrivial n] (hH : H.IsHermitian)
    (hoff : ∀ i j, i ≠ j → H i j ≤ 0) (hu : ∀ i, 0 < u i) (hE : H *ᵥ u = E • u) :
    E = groundEnergy hH := by
  obtain ⟨h01, v₀, v₁, h00, -, -, hv0, -, hmin⟩ := low_levels hH
  have huf : u * (fun i => v₀ i / u i) = v₀ := by
    funext i
    show u i * (v₀ i / u i) = v₀ i
    have := (hu i).ne'
    field_simp
  have r := ground_state_representation hH hE (fun i => v₀ i / u i)
  have hD := dirichletForm_comparison (H' := H) (u' := u) hoff (fun _ _ _ => rfl) hu le_rfl
    (fun i => by linarith [hu i]) (fun i => v₀ i / u i)
  rw [huf, hv0, dotProduct_smul, h00, smul_eq_mul] at r
  have hd := mulVec_dot hH v₀ u
  rw [hv0, hE, smul_dotProduct, dotProduct_smul, smul_eq_mul, smul_eq_mul] at hd
  by_contra hne
  -- a different eigenvalue would make `u` orthogonal to the lowest mode
  have hz : v₀ ⬝ᵥ u = 0 :=
    (mul_eq_zero.mp (show (groundEnergy hH - E) * (v₀ ⬝ᵥ u) = 0 by linarith)).resolve_left
      (sub_ne_zero.mpr (Ne.symm hne))
  have hm := hmin u hz
  rw [hE, dotProduct_smul, smul_eq_mul] at hm
  have hpos : 0 < u ⬝ᵥ u := sum_pos (fun i _ => mul_pos (hu i) (hu i)) univ_nonempty
  have hle := le_of_mul_le_mul_right hm hpos
  exact hne (le_antisymm (by linarith) (by linarith))
```

## Comparing the gaps

Let w₀, w₁ be orthonormal modes for the two lowest levels of H'. Set

f = (a w₀ + b w₁)/u',

with a, b not both zero and ⟨v₀,uf⟩ = 0. This is one linear equation in two unknowns, solved by `hcomb`. Then u'f = a w₀ + b w₁ has squared norm a² + b², and its mean energy lies gap(H') b²/(a² + b²) above the ground level of H'. Also u'_i ≤ C u_i gives

0 < a² + b² ≤ C²⟨uf,uf⟩.

Therefore

c² gap(H)⟨uf,uf⟩ ≤ c² D(H,u;f) ≤ D(H',u';f) = gap(H') b²
≤ gap(H')(a² + b²) ≤ C² gap(H')⟨uf,uf⟩.

Dividing by C²⟨uf,uf⟩ gives the lower bound. The steps `k1`, `k3`, `k2` and `k5` are the links of this chain.

```lean
/-- Lattice Kirsch-Simon comparison: two real symmetric matrices with equal, nonpositive
off-diagonal entries and strictly positive eigenvectors `u`, `u'` with `c ≤ u'/u ≤ C`, `c > 0`,
have gaps related by `gap H' ≥ (c/C)² gap H`. -/
theorem kirsch_simon_gap [Nontrivial n] (hH : H.IsHermitian) (hH' : H'.IsHermitian)
    (hoff : ∀ i j, i ≠ j → H i j ≤ 0) (hsame : ∀ i j, i ≠ j → H' i j = H i j)
    (hu : ∀ i, 0 < u i) (hu' : ∀ i, 0 < u' i)
    (hE : H *ᵥ u = E • u) (hE' : H' *ᵥ u' = E' • u')
    (hc : 0 < c) (hlo : ∀ i, c ≤ u' i / u i) (hhi : ∀ i, u' i / u i ≤ C) :
    (c / C) ^ 2 * gap hH ≤ gap hH' := by
  have hC : 0 < C := by
    obtain ⟨i⟩ := (inferInstance : Nonempty n)
    exact hc.trans_le ((hlo i).trans (hhi i))
  have hlo' : ∀ i, c * u i ≤ u' i := fun i => (le_div_iff₀ (hu i)).mp (hlo i)
  have hhi' : ∀ i, u' i ≤ C * u i := fun i => (div_le_iff₀ (hu i)).mp (hhi i)
  have e1 := positive_eigenvector_ground hH hoff hu hE
  have e2 := positive_eigenvector_ground hH'
    (fun i j hij => (hsame i j hij).le.trans (hoff i j hij)) hu' hE'
  rw [e1] at hE
  rw [e2] at hE'
  obtain ⟨-, v₀, -, -, -, -, -, -, hmin⟩ := low_levels hH
  obtain ⟨h01, w₀, w₁, g00, g11, g01, hw0, hw1, -⟩ := low_levels hH'
  have g10 : w₁ ⬝ᵥ w₀ = 0 := by rw [dotProduct_comm, g01]
  have hcomb : ∀ p q : ℝ, ∃ a b : ℝ, 0 < a ^ 2 + b ^ 2 ∧ a * p + b * q = 0 := by
    intro p q
    by_cases hp : p = 0
    · exact ⟨1, 0, by norm_num, by simp [hp]⟩
    · have h : 0 < p ^ 2 := by positivity
      exact ⟨q, -p, by nlinarith [sq_nonneg q], by ring⟩
  -- a combination of the two lowest modes of `H'`, transported to `H`, avoids the mode `v₀`
  obtain ⟨a, b, hab, hpq⟩ := hcomb (∑ i, v₀ i * (u i * (w₀ i / u' i)))
    (∑ i, v₀ i * (u i * (w₁ i / u' i)))
  obtain ⟨f, hf⟩ : ∃ f : n → ℝ, ∀ i, f i = (a * w₀ i + b * w₁ i) / u' i :=
    ⟨_, fun _ => rfl⟩
  have hort : v₀ ⬝ᵥ (u * f) = 0 := by
    refine Eq.trans ?_ hpq
    simp only [dotProduct, Pi.mul_apply, hf, mul_sum, ← sum_add_distrib]
    exact sum_congr rfl fun i _ => by ring
  have hx : u' * f = a • w₀ + b • w₁ := by
    funext i
    show u' i * f i = a * w₀ i + b * w₁ i
    rw [hf, mul_div_assoc', mul_div_cancel_left₀ _ (hu' i).ne']
  have hxx : (u' * f) ⬝ᵥ (u' * f) = a ^ 2 + b ^ 2 := by
    rw [hx]
    simp only [add_dotProduct, dotProduct_add, smul_dotProduct, dotProduct_smul, smul_eq_mul,
      g00, g11, g01, g10]
    ring
  have hxH : (u' * f) ⬝ᵥ (H' *ᵥ (u' * f)) =
      groundEnergy hH' * a ^ 2 + excitedEnergy hH' * b ^ 2 := by
    rw [hx]
    simp only [Matrix.mulVec_add, Matrix.mulVec_smul, hw0, hw1, add_dotProduct, dotProduct_add,
      smul_dotProduct, dotProduct_smul, smul_eq_mul, g00, g11, g01, g10]
    ring
  have hnorm : a ^ 2 + b ^ 2 ≤ C ^ 2 * ((u * f) ⬝ᵥ (u * f)) := by
    rw [← hxx]
    simp only [dotProduct, Pi.mul_apply, mul_sum]
    refine sum_le_sum fun i _ => ?_
    have h1 := pow_le_pow_left₀ (hu' i).le (hhi' i) 2
    nlinarith [mul_le_mul_of_nonneg_right h1 (sq_nonneg (f i))]
  have hN : 0 < (u * f) ⬝ᵥ (u * f) :=
    (mul_pos_iff_of_pos_left (by positivity : 0 < C ^ 2)).mp (hab.trans_le hnorm)
  have r := ground_state_representation hH hE f
  have r' := ground_state_representation hH' hE' f
  rw [hxx, hxH] at r'
  have hm := hmin _ hort
  have k1 : gap hH * ((u * f) ⬝ᵥ (u * f)) ≤ dirichletForm H u f := by
    unfold gap
    linarith
  have hg : 0 ≤ gap hH' := sub_nonneg.mpr h01
  have k2 : dirichletForm H' u' f ≤ gap hH' * (a ^ 2 + b ^ 2) := by
    have := mul_nonneg hg (sq_nonneg a)
    unfold gap at this ⊢
    linarith
  have k3 := dirichletForm_comparison hoff hsame hu hc.le hlo' f
  have k4 := mul_le_mul_of_nonneg_left k1 (sq_nonneg c)
  have k5 := mul_le_mul_of_nonneg_left hnorm hg
  have k6 : c ^ 2 * gap hH ≤ gap hH' * C ^ 2 :=
    le_of_mul_le_mul_right (by linarith) hN
  rw [div_pow, div_mul_eq_mul_div, div_le_iff₀ (by positivity)]
  exact k6
```

For the upper bound, exchange the Hamiltonians. Now 1/C ≤ u_i/u'_i ≤ 1/c, so

(c/C)² gap(H') ≤ gap(H).

```lean
/-- For two real symmetric matrices with equal, nonpositive off-diagonal entries and strictly
positive eigenvectors `u`, `u'` with `c ≤ u'/u ≤ C`, `c > 0`, the gap of `H'` is at most
`(C/c)² gap H`. -/
theorem kirsch_simon_gap_upper [Nontrivial n] (hH : H.IsHermitian) (hH' : H'.IsHermitian)
    (hoff : ∀ i j, i ≠ j → H i j ≤ 0) (hsame : ∀ i j, i ≠ j → H' i j = H i j)
    (hu : ∀ i, 0 < u i) (hu' : ∀ i, 0 < u' i)
    (hE : H *ᵥ u = E • u) (hE' : H' *ᵥ u' = E' • u')
    (hc : 0 < c) (hlo : ∀ i, c ≤ u' i / u i) (hhi : ∀ i, u' i / u i ≤ C) :
    gap hH' ≤ (C / c) ^ 2 * gap hH := by
  have hC : 0 < C := by
    obtain ⟨i⟩ := (inferInstance : Nonempty n)
    exact hc.trans_le ((hlo i).trans (hhi i))
  -- exchange the roles of the two matrices
  have h := kirsch_simon_gap (c := 1 / C) (C := 1 / c) hH' hH
    (fun i j hij => (hsame i j hij).le.trans (hoff i j hij))
    (fun i j hij => (hsame i j hij).symm) hu' hu hE' hE (by positivity)
    (fun i => by
      rw [div_le_div_iff₀ hC (hu' i)]
      linarith [(div_le_iff₀ (hu i)).mp (hhi i)])
    (fun i => by
      rw [div_le_div_iff₀ (hu' i) hc]
      linarith [(le_div_iff₀ (hu i)).mp (hlo i)])
  have hr : 1 / C / (1 / c) = (C / c)⁻¹ := by
    rw [inv_div, div_div_eq_mul_div, div_one]
    ring
  rw [hr, inv_pow, inv_mul_le_iff₀ (by positivity)] at h
  exact h
```

## Ratios read from two ground vectors

For two one-particle tight-binding Hamiltonians on a finite lattice, with equal nonpositive hopping and strictly positive ground vectors, the smallest and largest of the ratios u'_i/u_i serve as c and C. A known gap(H) then bounds gap(H') without computing an excited state of H'. The theorems proved here do not cover Schrödinger operators in continuous space.

For two sites with hopping −1, site energies (1, 1) and (2, 1/2) give ground vectors (1,1) and (1,2), or (1,1)/√2 and (1,2)/√5 when normalised. The unnormalised ratios are 1 and 2, so c/C = 1/2. Both ground energies are zero, and the traces give gaps 2 and 5/2, consistent with 1/2 ≤ 5/2 ≤ 8. Lean checks the symmetry, eigenvector equations and ratio bounds of this pair; the gap values are worked out only here.

```lean
/-- Two symmetric two-site matrices with common off-diagonal entry `-1` have the positive
eigenvectors `(1, 1)` and `(1, 2)`, whose ratios lie between `1` and `2`. -/
theorem kirsch_simon_witness :
    (!![1, -1; -1, 1] : Matrix (Fin 2) (Fin 2) ℝ).IsHermitian ∧
    (!![2, -1; -1, 1 / 2] : Matrix (Fin 2) (Fin 2) ℝ).IsHermitian ∧
    (!![1, -1; -1, 1] : Matrix (Fin 2) (Fin 2) ℝ) *ᵥ ![1, 1] = (0 : ℝ) • ![1, 1] ∧
    (!![2, -1; -1, 1 / 2] : Matrix (Fin 2) (Fin 2) ℝ) *ᵥ ![1, 2] = (0 : ℝ) • ![1, 2] ∧
    ∀ i, (1 : ℝ) ≤ (![1, 2] : Fin 2 → ℝ) i / (![1, 1] : Fin 2 → ℝ) i ∧
      (![1, 2] : Fin 2 → ℝ) i / (![1, 1] : Fin 2 → ℝ) i ≤ 2 := by
  refine ⟨?_, ?_, ?_, ?_, ?_⟩
  · ext i j
    fin_cases i <;> fin_cases j <;> simp
  · ext i j
    fin_cases i <;> fin_cases j <;> simp
  · ext i
    fin_cases i <;> norm_num [Matrix.mulVec, dotProduct, Fin.sum_univ_succ]
  · ext i
    fin_cases i <;> norm_num [Matrix.mulVec, dotProduct, Fin.sum_univ_succ]
  · intro i
    fin_cases i <;> norm_num

end

end LatticeKirschSimon
```

```lean
#print axioms LatticeKirschSimon.kirsch_simon_gap
#print axioms LatticeKirschSimon.kirsch_simon_gap_upper
```

```
'LatticeKirschSimon.kirsch_simon_gap' depends on axioms: [propext, Classical.choice, Quot.sound]
'LatticeKirschSimon.kirsch_simon_gap_upper' depends on axioms: [propext, Classical.choice, Quot.sound]
```
